# The London phase removes the origin-dependent kinetic energy of an s Gaussian in a uniform magnetic field

An electron in a normalized s Gaussian sits in a uniform magnetic field along $z$. I slide the Gaussian sideways. The field is the same everywhere, yet the kinetic energy I compute in the symmetric gauge about the coordinate origin grows with the square of the Gaussian's distance from the $z$ axis. I'm told to multiply the function by $\exp(-i(\mathbf B\times\mathbf A)\cdot\mathbf r/2)$, where $\mathbf A$ is its centre. Does that remove the whole origin dependence or only part of it, and might some other plane wave lower the energy further?

## The excess is a square that one wavevector cancels

It removes all of it, and no other plane wave does as well. To see this, keep the wavevector $\mathbf k$ free. In atomic units, with exponent $a>0$, take

$$\psi(\mathbf r)=\left(\tfrac{2a}{\pi}\right)^{3/4}e^{-a|\mathbf r-\mathbf A|^2}e^{i\mathbf k\cdot\mathbf r}.$$

Each component of $\nabla\psi$ is $\psi$ times $-2a(r_j-A_j)+ik_j$. The kinetic momentum $-i\nabla+(\mathbf B\times\mathbf r)/2$ therefore multiplies $\psi$ by

$$\mathbf k+\tfrac12\mathbf B\times\mathbf r+2ai(\mathbf r-\mathbf A).$$

Set $\mathbf u=\mathbf r-\mathbf A$ and $\mathbf q=\mathbf k+(\mathbf B\times\mathbf A)/2$. The real part is $\mathbf q+(\mathbf B\times\mathbf u)/2$, so the squared length of this vector is

$$|\mathbf q|^2+B(q_yu_x-q_xu_y)+\tfrac{B^2}{4}(u_x^2+u_y^2)+4a^2|\mathbf u|^2.$$

It has to be averaged over $|\psi|^2$, a product of three normal densities $\sqrt{2a/\pi}\,e^{-2au_j^2}$. In one dimension, the integral of the derivative of $e^{-2au^2}$ vanishes, so the mean of $u$ is 0. The integral of the derivative of $u\,e^{-2au^2}$ also vanishes, so the mean of $u^2$ is $1/(4a)$. The average is $|\mathbf q|^2+B^2/(8a)+3a$, and half of it is

$$E(\mathbf k)=\frac{3a}{2}+\frac{B^2}{16a}+\frac12\left|\mathbf k+\tfrac12\mathbf B\times\mathbf A\right|^2.$$

For $\mathbf k=0$ the last term is $B^2(A_x^2+A_y^2)/8$, your unwanted growth. It vanishes for $\mathbf k=-(\mathbf B\times\mathbf A)/2$ and for no other $\mathbf k$.

For example, let $a=\tfrac12$, $B=2$ and $\mathbf A=(1,0,0)$. The bare Gaussian has $0.75+0.5+0.5=1.75$ hartree. The London wavevector is $(0,-1,0)$ and gives $1.25$. Doubling it to $(0,-2,0)$ overshoots and gives $1.75$ again.

## What the theorems say

Points are triples in `ℝ × ℝ × ℝ` with Lebesgue measure; `r.1`, `r.2.1` and `r.2.2` are $x$, $y$ and $z$. The symmetric gauge, with its origin at the coordinate origin, is fixed by `vecPot`, and `vecPot B A` is $(\mathbf B\times\mathbf A)/2$. The function $\psi$ is `boosted a A k`. `kineticMomentum` uses partial derivatives, and `kineticDensity` adds the squared moduli of its three components.

`kineticEnergy_boosted` states the formula for $E(\mathbf k)$ together with integrability of the density, and `boosted_normalized` gives the norm. `kineticEnergy_bare` and `kineticEnergy_london` are the two special cases. `london_optimal` says that no plane wave gives a lower energy than the London phase, and that only the London wavevector attains this energy.

The condition $a>0$ can't be relaxed to $a\ge0$ in that last theorem. At $a=0$ the prefactor makes the function zero, every $\mathbf k$ gives zero energy, and the optimal wavevector is no longer unique.

London orbitals serve electronic-structure calculations in magnetic fields; this result concerns the kinetic energy of one electron in a single s primitive, without spin, a nuclear potential or matrix elements between different centres.

In Lean 4 with Mathlib:

```lean
import Mathlib

open MeasureTheory

namespace LondonGaussian

noncomputable section

/-- The symmetric-gauge vector potential `(B × r)/2` of a uniform field `B` along z. -/
def vecPot (B : ℝ) (r : ℝ × ℝ × ℝ) : ℝ × ℝ × ℝ := (-B * r.2.1 / 2, B * r.1 / 2, 0)

/-- The s Gaussian of exponent `a > 0` centred at `A`, with its normalization factor. -/
def gaussian (a : ℝ) (A r : ℝ × ℝ × ℝ) : ℝ :=
  (2 * a / Real.pi) ^ (3 / 4 : ℝ) *
    Real.exp (-a * ((r.1 - A.1) ^ 2 + (r.2.1 - A.2.1) ^ 2 + (r.2.2 - A.2.2) ^ 2))

/-- The s Gaussian multiplied by the plane wave `exp(i k·r)`. -/
def boosted (a : ℝ) (A k r : ℝ × ℝ × ℝ) : ℂ :=
  (gaussian a A r : ℂ) *
    Complex.exp (((k.1 * r.1 + k.2.1 * r.2.1 + k.2.2 * r.2.2 : ℝ) : ℂ) * Complex.I)

/-- The three components of `(-i∇ + (B × r)/2) ψ` at the point `r`. -/
def kineticMomentum (B : ℝ) (ψ : ℝ × ℝ × ℝ → ℂ) (r : ℝ × ℝ × ℝ) : ℂ × ℂ × ℂ :=
  (-Complex.I * deriv (fun t => ψ (t, r.2.1, r.2.2)) r.1 + ((vecPot B r).1 : ℂ) * ψ r,
   -Complex.I * deriv (fun t => ψ (r.1, t, r.2.2)) r.2.1 + ((vecPot B r).2.1 : ℂ) * ψ r,
   -Complex.I * deriv (fun t => ψ (r.1, r.2.1, t)) r.2.2 + ((vecPot B r).2.2 : ℂ) * ψ r)

/-- The squared length of the kinetic momentum vector of `ψ` at `r`. -/
def kineticDensity (B : ℝ) (ψ : ℝ × ℝ × ℝ → ℂ) (r : ℝ × ℝ × ℝ) : ℝ :=
  ‖(kineticMomentum B ψ r).1‖ ^ 2 + ‖(kineticMomentum B ψ r).2.1‖ ^ 2 +
    ‖(kineticMomentum B ψ r).2.2‖ ^ 2

/-- Half the squared norm of `(-i∇ + (B × r)/2) ψ`. -/
def kineticEnergy (B : ℝ) (ψ : ℝ × ℝ × ℝ → ℂ) : ℝ := 1 / 2 * ∫ r, kineticDensity B ψ r

/-- A quadratic polynomial in `t - c` times the normal density of variance `1/(4a)`
centred at `c`, for `a > 0`. -/
def weighted (a c p q s t : ℝ) : ℝ :=
  (p + q * (t - c) + s * (t - c) ^ 2) *
    (√(2 * a / Real.pi) * Real.exp (-(2 * a) * (t - c) ^ 2))

/-- A product of three functions, one for each Cartesian coordinate. -/
def sepProd (f g h : ℝ → ℝ) (r : ℝ × ℝ × ℝ) : ℝ := f r.1 * (g r.2.1 * h r.2.2)

/-- For `a > 0`, the mean of `p + q (t - c) + s (t - c)²` in the normal density of variance
`1/(4a)` centred at `c` exists and is `p + s/(4a)`. -/
theorem weighted_mean {a : ℝ} (ha : 0 < a) (c p q s : ℝ) :
    Integrable (weighted a c p q s) ∧ ∫ t, weighted a c p q s t = p + s / (4 * a) := by
  have hb : 0 < 2 * a := by positivity
  have h0 : Integrable (fun t : ℝ => Real.exp (-(2 * a) * t ^ 2)) :=
    integrable_exp_neg_mul_sq hb
  have h1 : Integrable (fun t : ℝ => t * Real.exp (-(2 * a) * t ^ 2)) :=
    integrable_mul_exp_neg_mul_sq hb
  have h2 : Integrable (fun t : ℝ => t ^ 2 * Real.exp (-(2 * a) * t ^ 2)) := by
    have h := integrable_rpow_mul_exp_neg_mul_sq hb (s := 2) (by norm_num)
    simpa only [Real.rpow_two] using h
  have d1 : ∀ t : ℝ, HasDerivAt (fun t : ℝ => Real.exp (-(2 * a) * t ^ 2))
      (-(4 * a) * (t * Real.exp (-(2 * a) * t ^ 2))) t := fun t =>
    (((hasDerivAt_pow 2 t).const_mul (-(2 * a))).exp).congr_deriv (by norm_num; ring)
  have d2 : ∀ t : ℝ, HasDerivAt (fun t : ℝ => t * Real.exp (-(2 * a) * t ^ 2))
      (Real.exp (-(2 * a) * t ^ 2) - 4 * a * (t ^ 2 * Real.exp (-(2 * a) * t ^ 2))) t :=
    fun t => ((hasDerivAt_id' t).fun_mul (d1 t)).congr_deriv (by ring)
  -- total derivatives integrate to zero, which gives the first and second moments
  have z1 := integral_eq_zero_of_hasDerivAt_of_integrable d1 (h1.const_mul _) h0
  have z2 := integral_eq_zero_of_hasDerivAt_of_integrable d2 (h0.sub (h2.const_mul _)) h1
  rw [integral_const_mul] at z1
  rw [integral_sub h0 (h2.const_mul _), integral_const_mul] at z2
  have m1 : ∫ t : ℝ, t * Real.exp (-(2 * a) * t ^ 2) = 0 :=
    (mul_eq_zero.mp z1).resolve_left (by linarith)
  have m2 : ∫ t : ℝ, t ^ 2 * Real.exp (-(2 * a) * t ^ 2) =
      √(Real.pi / (2 * a)) / (4 * a) := by
    rw [integral_gaussian] at z2
    rw [eq_div_iff (by positivity)]
    linarith
  have hN : √(2 * a / Real.pi) * √(Real.pi / (2 * a)) = 1 := by
    rw [← Real.sqrt_mul (by positivity),
      show 2 * a / Real.pi * (Real.pi / (2 * a)) = 1 by field_simp, Real.sqrt_one]
  have k0 := h0.const_mul (p * √(2 * a / Real.pi))
  have k1 := h1.const_mul (q * √(2 * a / Real.pi))
  have k2 := h2.const_mul (s * √(2 * a / Real.pi))
  have e : weighted a 0 p q s =
      (fun t => p * √(2 * a / Real.pi) * Real.exp (-(2 * a) * t ^ 2)) +
      ((fun t => q * √(2 * a / Real.pi) * (t * Real.exp (-(2 * a) * t ^ 2))) +
       (fun t => s * √(2 * a / Real.pi) * (t ^ 2 * Real.exp (-(2 * a) * t ^ 2)))) := by
    funext t
    simp only [weighted, Pi.add_apply, sub_zero]
    ring
  have shift : weighted a c p q s = fun t => weighted a 0 p q s (t - c) := by
    funext t
    simp only [weighted, sub_zero]
  have hi : Integrable (weighted a 0 p q s) := by
    rw [e]
    exact k0.add (k1.add k2)
  rw [shift]
  refine ⟨hi.comp_sub_right c, ?_⟩
  rw [integral_sub_right_eq_self (weighted a 0 p q s) c, e, integral_add' k0 (k1.add k2),
    integral_add' k1 k2, integral_const_mul, integral_const_mul, integral_const_mul,
    m1, m2, integral_gaussian]
  linear_combination (p + s / (4 * a)) * hN

/-- The integral over space of a product of integrable functions of x, y and z exists and
is the product of the three line integrals. -/
theorem sepProd_integral {f g h : ℝ → ℝ} (hf : Integrable f) (hg : Integrable g)
    (hh : Integrable h) : Integrable (sepProd f g h) ∧
      ∫ r, sepProd f g h r = (∫ x, f x) * ((∫ y, g y) * ∫ z, h z) := by
  refine ⟨hf.mul_prod (hg.mul_prod hh), ?_⟩
  have e1 := integral_prod_mul (μ := (volume : Measure ℝ))
    (ν := (volume : Measure (ℝ × ℝ))) f (fun s => g s.1 * h s.2)
  have e2 := integral_prod_mul (μ := (volume : Measure ℝ)) (ν := (volume : Measure ℝ)) g h
  exact e1.trans (congrArg (fun t => (∫ x, f x) * t) e2)

/-- For `a > 0`, the probability density of the Gaussian with a plane-wave factor is a
product of three normal densities. -/
theorem boosted_density {a : ℝ} (ha : 0 < a) (A k r : ℝ × ℝ × ℝ) :
    ‖boosted a A k r‖ ^ 2 = sepProd (weighted a A.1 1 0 0) (weighted a A.2.1 1 0 0)
      (weighted a A.2.2 1 0 0) r := by
  have hx : 0 ≤ 2 * a / Real.pi := by positivity
  have hN : ((2 * a / Real.pi) ^ (3 / 4 : ℝ)) ^ 2 = √(2 * a / Real.pi) ^ 3 := by
    rw [Real.sqrt_eq_rpow, ← Real.rpow_natCast, ← Real.rpow_natCast, ← Real.rpow_mul hx,
      ← Real.rpow_mul hx]
    norm_num
  have hE (X Y Z : ℝ) : Real.exp (-a * (X + Y + Z)) ^ 2 =
      Real.exp (-(2 * a) * X) * (Real.exp (-(2 * a) * Y) * Real.exp (-(2 * a) * Z)) := by
    rw [← Real.exp_add, ← Real.exp_add, pow_two (Real.exp _), ← Real.exp_add]
    congr 1
    ring
  rw [boosted, norm_mul, Complex.norm_exp_ofReal_mul_I, mul_one, Complex.norm_real,
    Real.norm_eq_abs, sq_abs, gaussian, mul_pow, hN, hE]
  simp only [sepProd, weighted]
  ring

/-- For `a > 0`, the Gaussian with a plane-wave factor is normalized. -/
theorem boosted_normalized {a : ℝ} (ha : 0 < a) (A k : ℝ × ℝ × ℝ) :
    ∫ r, ‖boosted a A k r‖ ^ 2 = 1 := by
  have w (c : ℝ) := weighted_mean ha c 1 0 0
  simp only [boosted_density ha]
  rw [(sepProd_integral (w _).1 (w _).1 (w _).1).2, (w _).2, (w _).2, (w _).2]
  norm_num

/-- The derivative of an amplitude `N exp(u)` times a phase `exp(iθ)` is the function itself
times `u' + iθ'`, for differentiable real `u` and `θ`. -/
theorem polar_deriv (N : ℝ) {u θ : ℝ → ℝ} {u' θ' t : ℝ} (hu : HasDerivAt u u' t)
    (hθ : HasDerivAt θ θ' t) :
    HasDerivAt (fun s => ((N * Real.exp (u s) : ℝ) : ℂ) * Complex.exp ((θ s : ℂ) * Complex.I))
      (((u' : ℂ) + (θ' : ℂ) * Complex.I) *
        (((N * Real.exp (u t) : ℝ) : ℂ) * Complex.exp ((θ t : ℂ) * Complex.I))) t := by
  have h1 := (hu.exp.const_mul N).ofReal_comp
  have h2 := (hθ.ofReal_comp.mul_const Complex.I).cexp
  exact (h1.fun_mul h2).congr_deriv (by push_cast; ring)

/-- On a Gaussian with plane-wave factor `exp(i k·r)`, the kinetic momentum acts as
multiplication by the vector `k + (B × r)/2 + 2ai(r - A)`. -/
theorem kineticMomentum_boosted (a B : ℝ) (A k r : ℝ × ℝ × ℝ) :
    kineticMomentum B (boosted a A k) r =
      ((((k.1 + (vecPot B r).1 : ℝ) : ℂ) + ((2 * a * (r.1 - A.1) : ℝ) : ℂ) * Complex.I) *
          boosted a A k r,
       (((k.2.1 + (vecPot B r).2.1 : ℝ) : ℂ) + ((2 * a * (r.2.1 - A.2.1) : ℝ) : ℂ) *
          Complex.I) * boosted a A k r,
       (((k.2.2 + (vecPot B r).2.2 : ℝ) : ℂ) + ((2 * a * (r.2.2 - A.2.2) : ℝ) : ℂ) *
          Complex.I) * boosted a A k r) := by
  have hs (c t : ℝ) : HasDerivAt (fun s : ℝ => (s - c) ^ 2) (2 * (t - c)) t :=
    (((hasDerivAt_id' t).sub_const c).fun_pow 2).congr_deriv (by simp)
  have hl (κ t : ℝ) : HasDerivAt (fun s : ℝ => κ * s) κ t :=
    ((hasDerivAt_id' t).const_mul κ).congr_deriv (mul_one _)
  -- the three partial derivatives
  have hx : HasDerivAt (fun t => boosted a A k (t, r.2.1, r.2.2))
      ((((-a * (2 * (r.1 - A.1)) : ℝ) : ℂ) + (k.1 : ℂ) * Complex.I) * boosted a A k r) r.1 :=
    polar_deriv _ ((((hs A.1 r.1).add_const ((r.2.1 - A.2.1) ^ 2)).add_const
      ((r.2.2 - A.2.2) ^ 2)).const_mul (-a))
      (((hl k.1 r.1).add_const (k.2.1 * r.2.1)).add_const (k.2.2 * r.2.2))
  have hy : HasDerivAt (fun t => boosted a A k (r.1, t, r.2.2))
      ((((-a * (2 * (r.2.1 - A.2.1)) : ℝ) : ℂ) + (k.2.1 : ℂ) * Complex.I) *
        boosted a A k r) r.2.1 :=
    polar_deriv _ ((((hs A.2.1 r.2.1).const_add ((r.1 - A.1) ^ 2)).add_const
      ((r.2.2 - A.2.2) ^ 2)).const_mul (-a))
      (((hl k.2.1 r.2.1).const_add (k.1 * r.1)).add_const (k.2.2 * r.2.2))
  have hz : HasDerivAt (fun t => boosted a A k (r.1, r.2.1, t))
      ((((-a * (2 * (r.2.2 - A.2.2)) : ℝ) : ℂ) + (k.2.2 : ℂ) * Complex.I) *
        boosted a A k r) r.2.2 :=
    polar_deriv _ (((hs A.2.2 r.2.2).const_add
      ((r.1 - A.1) ^ 2 + (r.2.1 - A.2.1) ^ 2)).const_mul (-a))
      ((hl k.2.2 r.2.2).const_add (k.1 * r.1 + k.2.1 * r.2.1))
  rw [kineticMomentum, hx.deriv, hy.deriv, hz.deriv]
  refine Prod.ext ?_ (Prod.ext ?_ ?_)
  · push_cast
    linear_combination (-(k.1 : ℂ) * boosted a A k r) * Complex.I_sq
  · push_cast
    linear_combination (-(k.2.1 : ℂ) * boosted a A k r) * Complex.I_sq
  · push_cast
    linear_combination (-(k.2.2 : ℂ) * boosted a A k r) * Complex.I_sq

/-- For `a > 0`, the Gaussian with plane-wave factor `exp(i k·r)` has an integrable kinetic
energy density and the energy `3a/2 + B²/(16a) + |k + (B × A)/2|²/2`. -/
theorem kineticEnergy_boosted {a : ℝ} (ha : 0 < a) (B : ℝ) (A k : ℝ × ℝ × ℝ) :
    Integrable (kineticDensity B (boosted a A k)) ∧
    kineticEnergy B (boosted a A k) = 3 * a / 2 + B ^ 2 / (16 * a) +
      ((k.1 + (vecPot B A).1) ^ 2 + (k.2.1 + (vecPot B A).2.1) ^ 2 +
        (k.2.2 + (vecPot B A).2.2) ^ 2) / 2 := by
  have w (c : ℝ) := weighted_mean ha c 1 0 0
  -- collect the terms that depend on x, on y and on z
  have wx := weighted_mean ha A.1 ((k.2.1 + B * A.1 / 2) ^ 2)
    ((k.2.1 + B * A.1 / 2) * B) (4 * a ^ 2 + B ^ 2 / 4)
  have wy := weighted_mean ha A.2.1 ((k.1 - B * A.2.1 / 2) ^ 2)
    (-(k.1 - B * A.2.1 / 2) * B) (4 * a ^ 2 + B ^ 2 / 4)
  have wz := weighted_mean ha A.2.2 (k.2.2 ^ 2) 0 (4 * a ^ 2)
  have X := sepProd_integral wx.1 (w A.2.1).1 (w A.2.2).1
  have Y := sepProd_integral (w A.1).1 wy.1 (w A.2.2).1
  have Z := sepProd_integral (w A.1).1 (w A.2.1).1 wz.1
  have hn (p q : ℝ) : ‖(p : ℂ) + (q : ℂ) * Complex.I‖ ^ 2 = p ^ 2 + q ^ 2 := by
    rw [Complex.sq_norm, Complex.normSq_add_mul_I]
  have hd : kineticDensity B (boosted a A k) = sepProd _ _ _ + (sepProd _ _ _ + sepProd _ _ _) :=
    show _ = sepProd (weighted a A.1 ((k.2.1 + B * A.1 / 2) ^ 2)
        ((k.2.1 + B * A.1 / 2) * B) (4 * a ^ 2 + B ^ 2 / 4))
        (weighted a A.2.1 1 0 0) (weighted a A.2.2 1 0 0) +
      (sepProd (weighted a A.1 1 0 0) (weighted a A.2.1 ((k.1 - B * A.2.1 / 2) ^ 2)
        (-(k.1 - B * A.2.1 / 2) * B) (4 * a ^ 2 + B ^ 2 / 4)) (weighted a A.2.2 1 0 0) +
       sepProd (weighted a A.1 1 0 0) (weighted a A.2.1 1 0 0)
        (weighted a A.2.2 (k.2.2 ^ 2) 0 (4 * a ^ 2))) by
    funext r
    simp only [kineticDensity, kineticMomentum_boosted, norm_mul, mul_pow, hn,
      boosted_density ha, Pi.add_apply, sepProd, weighted, vecPot]
    ring
  refine ⟨by rw [hd]; exact X.1.add (Y.1.add Z.1), ?_⟩
  rw [kineticEnergy, hd, integral_add' X.1 (Y.1.add Z.1), integral_add' Y.1 Z.1,
    X.2, Y.2, Z.2, wx.2, wy.2, wz.2, (w A.1).2, (w A.2.1).2, (w A.2.2).2]
  simp only [vecPot]
  field_simp
  ring

/-- For `a > 0`, the bare Gaussian has the energy `3a/2 + B²/(16a) + B²(A_x² + A_y²)/8`. -/
theorem kineticEnergy_bare {a : ℝ} (ha : 0 < a) (B : ℝ) (A : ℝ × ℝ × ℝ) :
    kineticEnergy B (fun r => (gaussian a A r : ℂ)) =
      3 * a / 2 + B ^ 2 / (16 * a) + B ^ 2 * (A.1 ^ 2 + A.2.1 ^ 2) / 8 := by
  have h : (fun r => (gaussian a A r : ℂ)) = boosted a A 0 := by
    funext r
    simp [boosted]
  rw [h, (kineticEnergy_boosted ha B A 0).2]
  simp only [vecPot, Prod.fst_zero, Prod.snd_zero]
  ring

/-- For `a > 0`, the Gaussian multiplied by the London phase `exp(-i(B × A)·r/2)` has the
energy `3a/2 + B²/(16a)`, whatever its centre `A`. -/
theorem kineticEnergy_london {a : ℝ} (ha : 0 < a) (B : ℝ) (A : ℝ × ℝ × ℝ) :
    kineticEnergy B (boosted a A (-vecPot B A)) = 3 * a / 2 + B ^ 2 / (16 * a) := by
  rw [(kineticEnergy_boosted ha B A _).2]
  simp

/-- For `a > 0`, no plane-wave factor gives a lower energy than the London phase, and only
the London wavevector `-(B × A)/2` reaches that energy. -/
theorem london_optimal {a : ℝ} (ha : 0 < a) (B : ℝ) (A k : ℝ × ℝ × ℝ) :
    kineticEnergy B (boosted a A (-vecPot B A)) ≤ kineticEnergy B (boosted a A k) ∧
    (kineticEnergy B (boosted a A k) = kineticEnergy B (boosted a A (-vecPot B A)) ↔
      k = -vecPot B A) := by
  have s1 := sq_nonneg (k.1 + (vecPot B A).1)
  have s2 := sq_nonneg (k.2.1 + (vecPot B A).2.1)
  have s3 := sq_nonneg (k.2.2 + (vecPot B A).2.2)
  refine ⟨?_, fun h => ?_, fun h => by rw [h]⟩
  · rw [kineticEnergy_london ha, (kineticEnergy_boosted ha B A k).2]
    linarith
  · rw [kineticEnergy_london ha, (kineticEnergy_boosted ha B A k).2] at h
    -- a vanishing sum of squares forces each component to vanish
    have h1 : k.1 + (vecPot B A).1 = 0 := pow_eq_zero_iff two_ne_zero |>.mp (by linarith)
    have h2 : k.2.1 + (vecPot B A).2.1 = 0 := pow_eq_zero_iff two_ne_zero |>.mp (by linarith)
    have h3 : k.2.2 + (vecPot B A).2.2 = 0 := pow_eq_zero_iff two_ne_zero |>.mp (by linarith)
    exact Prod.ext (eq_neg_of_add_eq_zero_left h1)
      (Prod.ext (eq_neg_of_add_eq_zero_left h2) (eq_neg_of_add_eq_zero_left h3))

end

end LondonGaussian
```

```lean
#print axioms LondonGaussian.boosted_normalized
-- 'LondonGaussian.boosted_normalized' depends on axioms: [propext, Classical.choice, Quot.sound]
#print axioms LondonGaussian.kineticEnergy_bare
-- 'LondonGaussian.kineticEnergy_bare' depends on axioms: [propext, Classical.choice, Quot.sound]
#print axioms LondonGaussian.kineticEnergy_london
-- 'LondonGaussian.kineticEnergy_london' depends on axioms: [propext, Classical.choice, Quot.sound]
#print axioms LondonGaussian.london_optimal
-- 'LondonGaussian.london_optimal' depends on axioms: [propext, Classical.choice, Quot.sound]
```

## From derivatives to the energy in the code

`polar_deriv` differentiates an amplitude times a phase. `kineticMomentum_boosted` applies it along each axis and obtains the multiplying vector above; the `linear_combination` steps there use $i^2=-1$.

`weighted_mean` supplies the one-dimensional averages. Its `z1` and `z2` are the two vanishing integrals of total derivatives, `m1` and `m2` are the resulting moments before normalization, and `shift` moves the centre from 0 to $c$. `boosted_density` factors $|\psi|^2$ into the three normal densities, and `sepProd_integral` turns the integral of a product into a product of integrals.

In `kineticEnergy_boosted` the squared length is sorted by coordinate. The $x$ part, `wx`, has constant term $q_y^2$, linear coefficient $q_yB$ and quadratic coefficient $4a^2+B^2/4$. The $y$ part, `wy`, has $q_x^2$, $-q_xB$ and the same quadratic coefficient, while `wz` has $k_z^2$, 0 and $4a^2$. The identity `hd` confirms this split pointwise, after which the averages are inserted and added.

The bare case sets $\mathbf k=0$, and the London case makes the square vanish. For `london_optimal`, the inequality holds because squares are nonnegative. If the energies are equal, the sum of the three squares is zero, so each component of $\mathbf q$ is zero, which fixes $\mathbf k$.
